# Helium-like screening: repulsion $5z/8$ and optimal exponent $Z - 5/16$ for a 1s² trial function

## Physical setting

Two electrons move around a fixed point nucleus of charge $Z$, as in helium. In atomic units, with $r_1, r_2$ the electron–nucleus distances and $r_{12}$ the electron–electron distance,
$$H = -\tfrac12\nabla_1^2 - \tfrac12\nabla_2^2 - \frac{Z}{r_1} - \frac{Z}{r_2} + \frac{1}{r_{12}}.$$
Without the last term, the ground state has both electrons in the hydrogenic 1s orbital with exponent $Z$. The repulsion makes each electron shield part of the nuclear charge from the other, which suggests keeping the 1s shape and treating its exponent $z > 0$ as a variational parameter. The question is which $z$ minimises the trial energy. Within this one-parameter, uncorrelated, non-relativistic model the answer gives the same screening constant, $5/16$, for every $Z > 5/16$.

In the trial state both electrons, with opposite spins, occupy the orbital $R_z(r)/\sqrt{4\pi}$, with radial function and radial density
$$R_z(r) = 2\sqrt{z^3}\,e^{-zr}, \qquad p_z(r) = r^2R_z(r)^2 = 4z^3r^2e^{-2zr}.$$
Averaging $1/r_{12}$ over the directions of two electrons at radii $r$ and $s$ gives $1/\max(r,s)$. For exponents $z, a, b > 0$ define
$$T(z) = \int_0^\infty \tfrac12 r^2R_z'(r)^2\,dr, \qquad \langle 1/r\rangle_z = \int_0^\infty \frac{p_z(r)}{r}\,dr, \qquad J(a,b) = \iint_{r,s>0}\frac{p_a(r)\,p_b(s)}{\max(r,s)}\,dr\,ds,$$
and the trial energy $E_Z(z) = 2T(z) - 2Z\langle 1/r\rangle_z + J(z,z)$.

## Statement

1. For $z > 0$: $\int_0^\infty p_z\,dr = 1$, $T(z) = z^2/2$ and $\langle 1/r\rangle_z = z$.
2. For $a, b > 0$ the integrand of $J(a,b)$ is integrable and $J(a,b) = ab(a^2+3ab+b^2)/(a+b)^3$. Hence $J(z,z) = 5z/8$, which is the integral of $16z^6r^2s^2e^{-2z(r+s)}/\max(r,s)$ over $r,s>0$.
3. For every real $Z$ and $z > 0$: $E_Z(z) = z^2 - 2Zz + 5z/8$.
4. For $Z > 5/16$ the least value of $E_Z$ on $z > 0$ is $-(Z-5/16)^2$, attained exactly at $z = Z - 5/16$.
5. For $Z \le 5/16$, $E_Z$ is strictly increasing on $z > 0$ and has no least value.

For $Z = 2$ the optimum is $z = 27/16$ with energy $-729/256$ hartree, and for $Z = 1$, the hydride ion, it is $z = 11/16$ with energy $-121/256$ hartree. The latter lies above $-1/2$ hartree, the energy of a hydrogen atom with the second electron far away, so this trial function does not show that the ion is bound.

## Derivation

**Step 1: basic integrals.** Let $\lambda > 0$ be a decay rate and $c, d$ real constants. From $\int_0^\infty r^ne^{-\lambda r}dr = n!/\lambda^{n+1}$ for natural $n$,
$$\int_0^\infty (cr + dr^2)e^{-\lambda r}dr = \frac{c}{\lambda^2} + \frac{2d}{\lambda^3}. \tag{A}$$
The function $-\left[c\left(\frac{s}{\lambda}+\frac{1}{\lambda^2}\right) + d\left(\frac{s^2}{\lambda}+\frac{2s}{\lambda^2}+\frac{2}{\lambda^3}\right)\right]e^{-\lambda s}$ has derivative $(cs+ds^2)e^{-\lambda s}$, so
$$\int_0^r (cs+ds^2)e^{-\lambda s}ds = \frac{c}{\lambda^2}+\frac{2d}{\lambda^3} - \left[c\left(\frac{r}{\lambda}+\frac{1}{\lambda^2}\right) + d\left(\frac{r^2}{\lambda}+\frac{2r}{\lambda^2}+\frac{2}{\lambda^3}\right)\right]e^{-\lambda r}. \tag{B}$$

**Step 2: one-electron terms.** With $\lambda = 2z$, (A) gives $\int p_z = 2\cdot 4z^3/(2z)^3 = 1$ and $\langle 1/r\rangle_z = 4z^3/(2z)^2 = z$. Since $R_z' = -zR_z$, the kinetic integrand is $\tfrac12 z^2p_z$, so $T = z^2/2$.

**Step 3: integrability.** For $r, s > 0$ we have $1/\max(r,s) \le 1/r$, so the non-negative integrand of $J(a,b)$ is bounded by the product $(p_a(r)/r)\,p_b(s)$, whose factors have the finite integrals $a$ and $1$. Fubini's theorem then gives $J(a,b) = \int_0^\infty p_a(r)V_b(r)\,dr$ with $V_b(r) = \int_0^\infty p_b(s)/\max(r,s)\,ds$.

**Step 4: inner integral.** Let $\mathbf 1_{s\le r}$ be $1$ for $s \le r$ and $0$ otherwise. Then
$$\frac{s^2}{\max(r,s)} = s - \mathbf 1_{s\le r}\left(s - \frac{s^2}{r}\right),$$
since both sides equal $s^2/r$ for $s \le r$ and $s$ for $s > r$. Multiply by $4b^3e^{-2bs}$. The first term integrates to $b$ by (A). For the second use (B) with $c = 4b^3$, $d = -4b^3/r$, $\lambda = 2b$: the constant part is $b - 1/r$, and the bracket is $(2b^2r + b) - (2b^2r + 2b + 1/r) = -(b + 1/r)$. Therefore
$$V_b(r) = b - \left[b - \frac1r + \left(b+\frac1r\right)e^{-2br}\right] = \frac1r - \left(b+\frac1r\right)e^{-2br}.$$
This is the Hartree potential of one electron with radial density $p_b$, that is, with spatial density $p_b(r)/(4\pi r^2)$. A radial atomic code can obtain it as $r^{-1}\int_0^r p_b\,ds + \int_r^\infty p_b(s)/s\,ds$ from two cumulative sums on the grid, and the closed forms of $V_b$ and $J$ give exact values against which to check that quadrature.

**Step 5: outer integral.** We have $p_aV_b = 4a^3re^{-2ar} - (4a^3r + 4a^3br^2)e^{-2(a+b)r}$, and (A) with $\lambda = 2a$ and $\lambda = 2(a+b)$ gives
$$J(a,b) = a - \frac{a^3}{(a+b)^2} - \frac{a^3b}{(a+b)^3} = \frac{a\left[(a+b)^3 - a^3 - 2a^2b\right]}{(a+b)^3} = \frac{ab(a^2+3ab+b^2)}{(a+b)^3}.$$
At $a = b = z$ this is $5z^4/8z^3 = 5z/8$. As $b \to \infty$ it tends to $a = \langle 1/r\rangle_a$, the repulsion from a unit charge contracted to the origin.

**Step 6: minimisation.** Collecting terms and completing the square,
$$E_Z(z) = z^2 - 2Zz + \tfrac58 z = \left(z - (Z - \tfrac5{16})\right)^2 - (Z - \tfrac5{16})^2.$$
For $Z > 5/16$ the vertex lies in $z > 0$, and the square vanishes there and nowhere else. For $Z \le 5/16$ and $0 < w < z$,
$$E_Z(z) - E_Z(w) = (z-w)\left(z + w + \tfrac58 - 2Z\right) > 0,$$
so $E_Z(z/2) < E_Z(z)$ for every $z > 0$ and no value is least.

## What the formal version assumes

The definitions `radial`, `density`, `kinetic`, `invRadius`, `coulomb` and `energy` are $R_z$, $p_z$, $T$, $\langle 1/r\rangle_z$, $J$ and $E_Z$. All are real-valued, and `Z` is any real number. `Ioi 0` is the half-line $r > 0$, `Ioi 0 ×ˢ Ioi 0` is the open quadrant with `x.1` $= r$ and `x.2` $= s$, and the integrals are Lebesgue integrals, `coulomb` being a single integral over the quadrant. The derivative in `kinetic` is the actual `deriv (radial z) r`. `energy` has no denominator, which matches the normalisation proved in `one_electron`. In `energy_min`, `energy Z '' Ioi 0` is the set of trial energies, and `IsLeast` says that `-(Z - 5 / 16) ^ 2`, read as $-(Z-5/16)^2$, belongs to that set and bounds it from below.

The file starts at the radial level. The reduction from six dimensions, the angular average $1/r_{12} \to 1/\max(r,s)$ and the gradient form of the kinetic energy are built into the definitions. There is no Hamiltonian operator, no spin and no ground state, so the Rayleigh–Ritz inequality that makes $-(Z-5/16)^2$ an upper bound to the lowest energy in the spectrum of $H$ is not among the theorems; they evaluate and minimise the trial energy of this one family. The numerical cases, the limit $b\to\infty$ and the remark on radial grids accompany the theorems and were not themselves run through Lean.

The hypothesis `5 / 16 < Z` in `energy_min` keeps the vertex among the admissible exponents. At $Z = 0$ the energy $z^2 + 5z/8$ is positive for all $z > 0$, so the value $-25/256$ is never reached. At $Z = 5/16$ the energy is $z^2$, which approaches the value $0$ as $z \to 0$ without attaining it.

## The file

```lean
import Mathlib

open MeasureTheory Set

namespace HeliumScreening

noncomputable section

/-- Radial 1s trial function with exponent `z`. -/
def radial (z r : ℝ) : ℝ := 2 * Real.sqrt (z ^ 3) * Real.exp (-(z * r))

/-- Radial density `r² R(r)²` of the trial function. -/
def density (z r : ℝ) : ℝ := r ^ 2 * radial z r ^ 2

/-- One-electron kinetic energy `∫ ½ r² R'(r)² dr`. -/
def kinetic (z : ℝ) : ℝ := ∫ r in Ioi (0 : ℝ), 1 / 2 * r ^ 2 * deriv (radial z) r ^ 2

/-- Mean inverse radius `⟨1/r⟩`. -/
def invRadius (z : ℝ) : ℝ := ∫ r in Ioi (0 : ℝ), density z r / r

/-- Repulsion of two 1s densities: the kernel `1 / max r s` integrated over `r, s > 0`. -/
def coulomb (a b : ℝ) : ℝ :=
  ∫ x in Ioi (0 : ℝ) ×ˢ Ioi (0 : ℝ), density a x.1 * density b x.2 / max x.1 x.2

/-- Trial energy of two electrons with common exponent `z` and nuclear charge `Z`. -/
def energy (Z z : ℝ) : ℝ := 2 * kinetic z - 2 * Z * invRadius z + coulomb z z

/-- For `a > 0`, `(c r + d r²) e^{-a r}` is integrable on `r > 0`, with integral
`c/a² + 2d/a³`. -/
theorem tail_integral (c d : ℝ) {a : ℝ} (ha : 0 < a) :
    IntegrableOn (fun r : ℝ => (c * r + d * r ^ 2) * Real.exp (-(a * r))) (Ioi 0) ∧
    ∫ r in Ioi (0 : ℝ), (c * r + d * r ^ 2) * Real.exp (-(a * r))
      = c / a ^ 2 + 2 * d / a ^ 3 := by
  -- the moments n! / a^(n+1) from the Gamma integral
  have m : ∀ n : ℕ, ∫ r in Ioi (0 : ℝ), r ^ n * Real.exp (-(a * r))
      = (n.factorial : ℝ) / a ^ (n + 1) := by
    intro n
    have h := Real.integral_rpow_mul_exp_neg_mul_Ioi
      (show (0 : ℝ) < (n : ℝ) + 1 by positivity) ha
    rw [Real.Gamma_nat_eq_factorial] at h
    simp only [add_sub_cancel_right, Real.rpow_natCast] at h
    have h' : (1 / a) ^ ((n : ℝ) + 1) = (1 / a) ^ (n + 1) := by
      rw [← Real.rpow_natCast (1 / a) (n + 1), Nat.cast_add, Nat.cast_one]
    rw [h, h', one_div, inv_pow, div_eq_inv_mul]
  have i : ∀ (n : ℕ) (k : ℝ), Integrable (fun r : ℝ => k * (r ^ n * Real.exp (-(a * r))))
      (volume.restrict (Ioi 0)) := by
    intro n k
    apply Integrable.const_mul
    by_contra h
    have h0 := integral_undef h
    rw [m n] at h0
    have : (0 : ℝ) < (n.factorial : ℝ) / a ^ (n + 1) := by positivity
    linarith
  have e : (fun r : ℝ => (c * r + d * r ^ 2) * Real.exp (-(a * r))) =
      fun r : ℝ => c * (r ^ 1 * Real.exp (-(a * r))) + d * (r ^ 2 * Real.exp (-(a * r))) := by
    funext r; ring
  rw [e]
  refine ⟨(i 1 c).add (i 2 d), ?_⟩
  rw [integral_add (i 1 c) (i 2 d), integral_const_mul, integral_const_mul, m 1, m 2,
    Nat.factorial_one, Nat.factorial_two]
  push_cast; ring

/-- Closed form of the integral of `(c s + d s²) e^{-a s}` from `0` to `r`, for `a ≠ 0`. -/
theorem shell_integral (c d r : ℝ) {a : ℝ} (ha : a ≠ 0) :
    ∫ s in (0 : ℝ)..r, (c * s + d * s ^ 2) * Real.exp (-(a * s)) = c / a ^ 2 + 2 * d / a ^ 3
      - (c * (r / a + 1 / a ^ 2) + d * (r ^ 2 / a + 2 * r / a ^ 2 + 2 / a ^ 3))
        * Real.exp (-(a * r)) := by
  have hF : ∀ s : ℝ, HasDerivAt (fun s : ℝ => (-(c / a ^ 2 + 2 * d / a ^ 3)
      + -(c / a + 2 * d / a ^ 2) * s + -(d / a) * (s * s)) * Real.exp (-(a * s)))
      ((c * s + d * s ^ 2) * Real.exp (-(a * s))) s := by
    intro s
    have h := hasDerivAt_id' s
    have hP := ((h.const_mul (-(c / a + 2 * d / a ^ 2))).const_add
      (-(c / a ^ 2 + 2 * d / a ^ 3))).fun_add ((h.fun_mul h).const_mul (-(d / a)))
    refine (hP.fun_mul (h.const_mul a).fun_neg.exp).congr_deriv ?_
    field_simp
    ring
  have hc : Continuous fun s : ℝ => (c * s + d * s ^ 2) * Real.exp (-(a * s)) := by fun_prop
  rw [intervalIntegral.integral_eq_sub_of_hasDerivAt (fun s _ => hF s)
    (hc.intervalIntegrable _ _)]
  simp only [mul_zero, neg_zero, Real.exp_zero]
  ring

/-- The radial density is `4 z³ r² e^{-2 z r}` for `z ≥ 0`. -/
theorem density_eq {z : ℝ} (hz : 0 ≤ z) (r : ℝ) :
    density z r = 4 * z ^ 3 * r ^ 2 * Real.exp (-(2 * z * r)) := by
  have h1 := Real.sq_sqrt (show 0 ≤ z ^ 3 by positivity)
  have h2 : Real.exp (-(z * r)) ^ 2 = Real.exp (-(2 * z * r)) := by
    rw [sq, ← Real.exp_add]; congr 1; ring
  unfold density radial
  rw [mul_pow, mul_pow, h1, h2]; ring

/-- For `z > 0` the density is normalised, the kinetic energy is `z²/2` and `⟨1/r⟩ = z`. -/
theorem one_electron {z : ℝ} (hz : 0 < z) :
    ∫ r in Ioi (0 : ℝ), density z r = 1 ∧ kinetic z = z ^ 2 / 2 ∧ invRadius z = z := by
  have hz' := hz.ne'
  have h2 : 0 < 2 * z := by positivity
  have hN : ∫ r in Ioi (0 : ℝ), density z r = 1 := by
    have : ∀ r, density z r = (0 * r + 4 * z ^ 3 * r ^ 2) * Real.exp (-(2 * z * r)) := by
      intro r; rw [density_eq hz.le]; ring
    simp_rw [this]
    rw [(tail_integral 0 (4 * z ^ 3) h2).2]
    field_simp
    ring
  refine ⟨hN, ?_, ?_⟩
  · -- R' = -z R
    have : ∀ r, 1 / 2 * r ^ 2 * deriv (radial z) r ^ 2 = z ^ 2 / 2 * density z r := by
      intro r
      have h := (((hasDerivAt_id' r).const_mul z).fun_neg.exp).const_mul
        (2 * Real.sqrt (z ^ 3))
      have hd : HasDerivAt (radial z) (-z * radial z r) r :=
        h.congr_deriv (by simp only [radial]; ring)
      rw [hd.deriv]; unfold density; ring
    unfold kinetic
    simp_rw [this]
    rw [integral_const_mul, hN, mul_one]
  · have : ∫ r in Ioi (0 : ℝ), density z r / r = ∫ r in Ioi (0 : ℝ),
        (4 * z ^ 3 * r + 0 * r ^ 2) * Real.exp (-(2 * z * r)) :=
      setIntegral_congr_fun measurableSet_Ioi fun r hr => by
        have hr' := (mem_Ioi.1 hr).ne'
        simp only [density_eq hz.le]
        field_simp
        ring
    rw [invRadius, this, (tail_integral (4 * z ^ 3) 0 h2).2]
    field_simp
    ring

/-- For exponents `a, b > 0` the repulsion integrand is integrable over the quadrant `r, s > 0`. -/
theorem coulomb_integrable {a b : ℝ} (ha : 0 < a) (hb : 0 < b) :
    IntegrableOn (fun x : ℝ × ℝ => density a x.1 * density b x.2 / max x.1 x.2)
      (Ioi 0 ×ˢ Ioi 0) := by
  have hA : Integrable (fun r => density a r / r) (volume.restrict (Ioi 0)) := by
    by_contra h
    have h0 : invRadius a = 0 := integral_undef h
    linarith [(one_electron ha).2.2]
  have hB : Integrable (fun r => density b r) (volume.restrict (Ioi 0)) := by
    by_contra h
    have h0 := integral_undef h
    linarith [(one_electron hb).1]
  have h : IntegrableOn (fun x : ℝ × ℝ => density a x.1 / x.1 * density b x.2)
      (Ioi 0 ×ˢ Ioi 0) := by
    rw [IntegrableOn, Measure.volume_eq_prod, ← Measure.prod_restrict]
    exact hA.mul_prod hB
  have hc : Continuous fun x : ℝ × ℝ => density a x.1 * density b x.2 := by
    unfold density radial; fun_prop
  refine Integrable.mono' h
    (hc.measurable.div (measurable_fst.max measurable_snd)).aestronglyMeasurable
    ((ae_restrict_iff' (measurableSet_Ioi.prod measurableSet_Ioi)).2
      (ae_of_all _ fun x hx => ?_))
  -- domination by 1 / max r s ≤ 1 / r
  have hx1 : 0 < x.1 := hx.1
  have hp : 0 ≤ density a x.1 * density b x.2 := by unfold density; positivity
  show ‖density a x.1 * density b x.2 / max x.1 x.2‖ ≤ density a x.1 / x.1 * density b x.2
  rw [Real.norm_of_nonneg (div_nonneg hp (le_max_of_le_left hx1.le)), div_mul_eq_mul_div]
  exact div_le_div_of_nonneg_left hp hx1 (le_max_left _ _)

/-- Repulsion of 1s densities with exponents `a, b > 0`: `a b (a² + 3ab + b²) / (a + b)³`. -/
theorem coulomb_eq {a b : ℝ} (ha : 0 < a) (hb : 0 < b) :
    coulomb a b = a * b * (a ^ 2 + 3 * a * b + b ^ 2) / (a + b) ^ 3 := by
  have ha' := ha.ne'
  have hb' := hb.ne'
  have hab : a + b ≠ 0 := by positivity
  have h2a : 0 < 2 * a := by positivity
  have h2b : 0 < 2 * b := by positivity
  have h2 : 0 < 2 * (a + b) := by positivity
  -- inner integral: s² / max r s = s - (s - s² / r) on s ≤ r, and s beyond
  have inner : ∀ r : ℝ, 0 < r → ∫ s in Ioi (0 : ℝ), density b s / max r s
      = 1 / r - (b + 1 / r) * Real.exp (-(2 * b * r)) := by
    intro r hr
    have hr' := hr.ne'
    have e : ∫ s in Ioi (0 : ℝ), density b s / max r s = ∫ s in Ioi (0 : ℝ),
        ((4 * b ^ 3 * s + 0 * s ^ 2) * Real.exp (-(2 * b * s)) - (Iic r).indicator (fun s =>
          (4 * b ^ 3 * s + -(4 * b ^ 3 / r) * s ^ 2) * Real.exp (-(2 * b * s))) s) :=
      setIntegral_congr_fun measurableSet_Ioi fun s hs => by
        have hs' := (mem_Ioi.1 hs).ne'
        by_cases h : s ≤ r
        · simp only [density_eq hb.le, max_eq_left h, indicator_of_mem (mem_Iic.2 h)]
          ring
        · simp only [density_eq hb.le, max_eq_right (not_le.1 h).le,
            indicator_of_notMem (show s ∉ Iic r from h)]
          field_simp
          ring
    rw [e, integral_sub (tail_integral (4 * b ^ 3) 0 h2b).1
      ((tail_integral (4 * b ^ 3) (-(4 * b ^ 3 / r)) h2b).1.indicator measurableSet_Iic),
      (tail_integral (4 * b ^ 3) 0 h2b).2, setIntegral_indicator measurableSet_Iic,
      Ioi_inter_Iic, ← intervalIntegral.integral_of_le hr.le, shell_integral _ _ _ h2b.ne']
    field_simp
    ring
  have e : ∫ r in Ioi (0 : ℝ), ∫ s in Ioi (0 : ℝ), density a r * density b s / max r s
      = ∫ r in Ioi (0 : ℝ), ((4 * a ^ 3 * r + 0 * r ^ 2) * Real.exp (-(2 * a * r))
        - (4 * a ^ 3 * r + 4 * a ^ 3 * b * r ^ 2) * Real.exp (-(2 * (a + b) * r))) :=
    setIntegral_congr_fun measurableSet_Ioi fun r hr => by
      have hr' := (mem_Ioi.1 hr).ne'
      have hE : Real.exp (-(2 * (a + b) * r))
          = Real.exp (-(2 * a * r)) * Real.exp (-(2 * b * r)) := by
        rw [← Real.exp_add]; congr 1; ring
      simp only [mul_div_assoc]
      rw [integral_const_mul, inner r hr, density_eq ha.le, hE]
      field_simp
      ring
  -- Fubini
  have hint := coulomb_integrable ha hb
  rw [Measure.volume_eq_prod] at hint
  rw [coulomb, Measure.volume_eq_prod, setIntegral_prod _ hint]
  refine e.trans ?_
  rw [integral_sub (tail_integral (4 * a ^ 3) 0 h2a).1
    (tail_integral (4 * a ^ 3) (4 * a ^ 3 * b) h2).1,
    (tail_integral (4 * a ^ 3) 0 h2a).2, (tail_integral (4 * a ^ 3) (4 * a ^ 3 * b) h2).2]
  field_simp
  ring

/-- For a common exponent `z > 0` the repulsion is `5z/8`, as is the double integral of
`16 z⁶ r² s² e^{-2z(r+s)} / max r s` over `r, s > 0`. -/
theorem coulomb_self {z : ℝ} (hz : 0 < z) : coulomb z z = 5 * z / 8 ∧
    ∫ x in Ioi (0 : ℝ) ×ˢ Ioi (0 : ℝ), 16 * z ^ 6 * x.1 ^ 2 * x.2 ^ 2 *
      Real.exp (-(2 * z * (x.1 + x.2))) / max x.1 x.2 = 5 * z / 8 := by
  have h : coulomb z z = 5 * z / 8 := by
    rw [coulomb_eq hz hz, div_eq_iff (show (z + z) ^ 3 ≠ 0 by positivity)]
    ring
  have e : ∀ r s : ℝ, 16 * z ^ 6 * r ^ 2 * s ^ 2 * Real.exp (-(2 * z * (r + s)))
      = density z r * density z s := by
    intro r s
    rw [density_eq hz.le, density_eq hz.le, mul_add, neg_add, Real.exp_add]; ring
  refine ⟨h, ?_⟩
  simp_rw [e]
  exact h

/-- The trial energy is `z² - 2 Z z + 5z/8` for `z > 0`. -/
theorem energy_eq (Z : ℝ) {z : ℝ} (hz : 0 < z) :
    energy Z z = z ^ 2 - 2 * Z * z + 5 * z / 8 := by
  rw [energy, (one_electron hz).2.1, (one_electron hz).2.2, (coulomb_self hz).1]; ring

/-- For `Z > 5/16` the least trial energy over `z > 0` is `-(Z - 5/16)²`, attained exactly
at `z = Z - 5/16`. -/
theorem energy_min {Z : ℝ} (hZ : 5 / 16 < Z) :
    IsLeast (energy Z '' Ioi 0) (-(Z - 5 / 16) ^ 2) ∧
    ∀ z, 0 < z → (energy Z z = -(Z - 5 / 16) ^ 2 ↔ z = Z - 5 / 16) := by
  have h0 : 0 < Z - 5 / 16 := by linarith
  refine ⟨⟨⟨_, h0, by rw [energy_eq Z h0]; ring⟩, ?_⟩, fun z hz => ?_⟩
  · rintro _ ⟨z, hz, rfl⟩
    rw [energy_eq Z (mem_Ioi.1 hz)]
    nlinarith [sq_nonneg (z - (Z - 5 / 16))]
  · rw [energy_eq Z hz]
    constructor
    · intro h
      have h1 : (z - (Z - 5 / 16)) ^ 2 = 0 := by linear_combination h
      have h2 := (pow_eq_zero_iff two_ne_zero).1 h1
      linarith
    · intro h
      rw [h]; ring

/-- For `Z ≤ 5/16` the trial energy increases strictly on `z > 0` and has no least value. -/
theorem energy_no_min {Z : ℝ} (hZ : Z ≤ 5 / 16) :
    StrictMonoOn (energy Z) (Ioi 0) ∧ ¬ ∃ m, IsLeast (energy Z '' Ioi 0) m := by
  have hm : StrictMonoOn (energy Z) (Ioi 0) := by
    intro w hw z hz h
    have hw' := mem_Ioi.1 hw
    have hz' := mem_Ioi.1 hz
    rw [energy_eq Z hw', energy_eq Z hz']
    nlinarith [mul_pos (sub_pos.2 h) (show 0 < z + w + (5 / 8 - 2 * Z) by linarith)]
  refine ⟨hm, ?_⟩
  rintro ⟨_, ⟨z, hz, rfl⟩, hl⟩
  have hz' := mem_Ioi.1 hz
  have hh : z / 2 ∈ Ioi (0 : ℝ) := half_pos hz'
  have h1 := hl ⟨z / 2, hh, rfl⟩
  have h2 := hm hh hz (half_lt_self hz')
  linarith

end

end HeliumScreening
```

```lean
#print axioms HeliumScreening.coulomb_self
#print axioms HeliumScreening.energy_min
#print axioms HeliumScreening.energy_no_min
```

```
'HeliumScreening.coulomb_self' depends on axioms: [propext, Classical.choice, Quot.sound]
'HeliumScreening.energy_min' depends on axioms: [propext, Classical.choice, Quot.sound]
'HeliumScreening.energy_no_min' depends on axioms: [propext, Classical.choice, Quot.sound]
```

## Notes on the proof

`tail_integral` is (A) together with integrability, and `shell_integral` is (B); both call the decay rate `a`, and the second needs only `a ≠ 0`. In `tail_integral`, `m` obtains the moments from `Real.integral_rpow_mul_exp_neg_mul_Ioi` and `Real.Gamma_nat_eq_factorial`. In `shell_integral`, `hF` differentiates the antiderivative and `intervalIntegral.integral_eq_sub_of_hasDerivAt` is the fundamental theorem of calculus.

The fact `i` uses a device worth reusing. Mathlib assigns the integral $0$ to a non-integrable function (`integral_undef`), so a function whose integral is known to be non-zero is integrable. Here the positive value $n!/\lambda^{n+1}$ yields integrability with no separate estimate, and `hA` and `hB` in `coulomb_integrable` do the same with the values $a$ and $1$.

`density_eq` expands $p_z$, and `one_electron` is step 2: the integrands $p_z$ and $p_z/r$ are brought to the shape $(cr+dr^2)e^{-2zr}$, while `hd` states $R_z' = -zR_z$, which turns the kinetic integrand into $\tfrac12 z^2p_z$ so that the normalisation `hN` gives $T$. Where an identity divides by $r$, `setIntegral_congr_fun` restricts it to $r > 0$.

`coulomb_integrable` is the bound of step 3. `hA.mul_prod hB` makes the product integrable on the quadrant, `Integrable.mono'` is the comparison, and `le_max_left` supplies $r \le \max(r,s)$.

In `coulomb_eq`, `inner` is step 4. The indicator of `Iic r` is $\mathbf 1_{s\le r}$, `by_cases h : s ≤ r` checks the two cases, and `setIntegral_indicator` with `Ioi_inter_Iic` turns the second term into an integral over $(0,r]$ to which `shell_integral` applies. The second `e` rewrites $p_aV_b$ as in step 5, `setIntegral_prod` is Fubini with the integrability `hint` as input, and two applications of `tail_integral` followed by `field_simp` and `ring` give the closed form. `coulomb_self` sets $a = b = z$ and identifies the explicit integrand with $p_z(r)p_z(s)$.

`energy_eq` adds the three terms. In `energy_min`, `nlinarith` receives the completed square `sq_nonneg (z - (Z - 5 / 16))` for the lower bound, and `linear_combination h` shows that equality forces this square to vanish. In `energy_no_min` the hint to `nlinarith` is the positivity of the factorised difference in step 6, and a supposed minimiser `z` is refuted by comparing with `z / 2`.
